# Spin-independent scattering leaves uniform Larmor precession undamped

Electrons in a metal scatter from impurities and from each other, and one may ask whether this damps the precession of their total spin in a uniform field. A precise answer needs a decision about what "spin-independent" means. Here it is a commutation relation: the part $H_0$ of the Hamiltonian that contains the kinetic energy, the potentials and the scattering commutes with the operator $P$ that raises the component of the total spin along the field by one. No particular form of $H_0$ is chosen. The condition stands for the absence of spin–orbit coupling, magnetic impurities and every other term that can exchange angular momentum with the spins.

The field enters through $wZ$, where $Z$ is the total spin component along the field and the real number $w$ is the Larmor angular frequency, in units with $\hbar=1$. All operators are complex square matrices of one finite size, and the system is closed. With $H=H_0+wZ$, the claim is

$$H_0P=PH_0,\quad ZP-PZ=P\quad\Longrightarrow\quad \exp(itH)\,P\,\exp(-itH)=\exp(iwt)\,P$$

for every real $t$. The transverse spin acquires a phase and nothing else. In a simulation of a finite closed model with these two commutation relations, a decay in the length of the mean total transverse spin therefore comes from the numerics or from an approximation in the method, and not from a damping mechanism.

## From a commutator to a phase

Write $[A,B]=AB-BA$. The two assumptions give

$$[H,P]=[H_0,P]+w[Z,P]=0+wP=wP .$$

So $P$ is a ladder operator of the full Hamiltonian: it connects states whose energies differ by $w$, however complicated the spectrum of $H_0$ is.

Now let $A$ be any matrix with $[A,P]=cP$ for a complex number $c$, and consider

$$G(s)=\exp(-sc)\,\exp(sA)\,P\,\exp(-sA).$$

The product rule, with $A$ commuting with its own exponential, gives

$$G'(s)=\exp(-sc)\,\exp(sA)\,\bigl(AP-PA-cP\bigr)\exp(-sA)=0 .$$

Hence $G(s)=G(0)=P$, which means $\exp(sA)P\exp(-sA)=\exp(sc)P$. Setting $A=H$, $c=w$ and $s=it$ gives the claim.

Write $B(t)=\exp(itH)\,B\,\exp(-itH)$ for any matrix $B$. For a matrix $\rho$, in physical use the density matrix, the transverse signal is $\operatorname{tr}(\rho P(t))=\exp(iwt)\operatorname{tr}(\rho P)$. Since $w$ and $t$ are real, the phase has modulus one, and the modulus of the signal is constant.

## The two transverse components

Let $X$ and $Y$ be the transverse spin components, both commuting with $H_0$, with $[Z,X]=iY$ and $[Z,Y]=-iX$. For $e=\pm1$,

$$[H,X+e\,iY]=w\,(iY+eX)=e\,w\,(X+e\,iY),$$

where the last step uses $e^2=1$. Both circular combinations are ladder operators, so

$$X(t)\pm iY(t)=\bigl(\cos wt\pm i\sin wt\bigr)(X\pm iY).$$

Half the sum of the two equations, and their difference divided by $2i$, are

$$X(t)=\cos(wt)\,X-\sin(wt)\,Y,\qquad Y(t)=\sin(wt)\,X+\cos(wt)\,Y .$$

A single electron with a finite set of orbitals provides an example. Its orbital Hamiltonian $h$ acts as $h\otimes 1$ and its spin matrices $s$ act as $1\otimes s$. Both orders of multiplication give $h\otimes s$, so they commute for every $h$. The relations among the spin components are inherited from the $2\times2$ matrices $s_x,s_y,s_z$, for which $s_zs_x=\tfrac i2 s_y=-s_xs_z$ and $s_zs_y=-\tfrac i2 s_x=-s_ys_z$.

## Evolution of an observable in Lean

The index type `m` labels the basis states of the whole system, and `n` will label orbitals. Both are finite.

```lean
import Mathlib

open Matrix Complex
open scoped Kronecker

namespace UndampedLarmorPrecession

noncomputable section

variable {m n : Type*} [Fintype m] [DecidableEq m] [Fintype n] [DecidableEq n]
```

The Heisenberg picture is a definition. Its sign convention, $\exp(itH)$ on the left, fixes the sense of rotation in everything that follows.

```lean
/-- The observable `A` in the Heisenberg picture at time `t`, for the Hamiltonian `H`
(units with ħ = 1). -/
def heisenberg (H A : Matrix m m ℂ) (t : ℝ) : Matrix m m ℂ :=
  NormedSpace.exp ((I * t) • H) * A * NormedSpace.exp (-(I * t) • H)
```

The definition accepts any matrix `H`, and no theorem below requires Hermiticity. The reading as quantum time evolution does require it, because only then is $\exp(-itH)$ unitary for every real $t$. For a non-Hermitian effective Hamiltonian the formula is still an identity about conjugation by exponentials, but it no longer gives the evolution of expectation values.

## The vanishing derivative

The next theorem is the argument about $G(s)$, for a complex parameter `s`.

```lean
open scoped Matrix.Norms.Operator in
/-- If `[A, P] = c P`, then conjugating `P` with the exponential of `s A` multiplies it by
the number `exp (s c)`. -/
theorem exp_conj_of_ladder (A P : Matrix m m ℂ) (c : ℂ) (h : A * P - P * A = c • P) (s : ℂ) :
    NormedSpace.exp (s • A) * P * NormedSpace.exp (s • (-A)) = Complex.exp (s * c) • P := by
  -- the algebra behind the vanishing derivative
  have key : ∀ (e : ℂ) (E F : Matrix m m ℂ),
      e • (E * A * P * F + E * P * (-A * F)) + (e * (-(1 * c))) • (E * P * F) = 0 := by
    intro e E F
    have h4 : E * A * P * F + E * P * (-A * F) = c • (E * P * F) := by
      calc E * A * P * F + E * P * (-A * F) = E * (A * P - P * A) * F := by noncomm_ring
        _ = c • (E * P * F) := by rw [h, mul_smul_comm, smul_mul_assoc]
    rw [h4]
    module
  have hd : ∀ u : ℂ, HasDerivAt (fun u : ℂ => Complex.exp (-(u * c)) •
      (NormedSpace.exp (u • A) * P * NormedSpace.exp (u • (-A)))) 0 u := by
    intro u
    have h1 := (hasDerivAt_exp_smul_const A u).mul_const P
    have h2 := hasDerivAt_exp_smul_const' (-A) u
    have h3 : HasDerivAt (fun u : ℂ => Complex.exp (-(u * c)))
        (Complex.exp (-(u * c)) * (-(1 * c))) u :=
      (((hasDerivAt_id' u).mul_const c).fun_neg).cexp
    exact (h3.smul (h1.mul h2)).congr_deriv (key _ _ _)
  -- a function with zero derivative keeps its initial value
  have h0 := is_const_of_deriv_eq_zero (fun u => (hd u).differentiableAt)
    (fun u => (hd u).deriv) s 0
  simp only [zero_smul, zero_mul, neg_zero, Complex.exp_zero, NormedSpace.exp_zero,
    one_mul, mul_one, one_smul] at h0
  rw [← h0, smul_smul, ← Complex.exp_add, add_neg_cancel, Complex.exp_zero, one_smul, h0]
```

The statement `key` is the algebra that makes the derivative vanish, with `E` and `F` in place of the two matrix exponentials and `e` in place of the scalar one. It collects the two matrix terms into $E(AP-PA)F$, replaces the commutator by $cP$, and cancels the result against the derivative of the scalar factor. The statement `hd` differentiates the three factors and combines them with the product rule. Mathlib has the derivative of the matrix exponential in two forms, with the generator on the right or on the left of the exponential; using one form for each factor places both copies of `A` next to `P`. Then `is_const_of_deriv_eq_zero` compares the values at `s` and at `0`, and the last line moves the scalar exponential to the other side.

Specialising to $s=it$ turns this into a statement about time evolution.

```lean
/-- An operator with `[H, P] = c P` evolves in the Heisenberg picture by the factor
`exp (i t c)`. -/
theorem heisenberg_of_ladder (H P : Matrix m m ℂ) (c : ℂ) (h : H * P - P * H = c • P) (t : ℝ) :
    heisenberg H P t = Complex.exp (I * t * c) • P := by
  have h1 := exp_conj_of_ladder H P c h (I * t)
  rw [smul_neg, ← neg_smul] at h1
  exact h1
```

Here `c` may still be complex. A value with a non-zero imaginary part would describe growth or decay, but for a Hermitian `H` and a non-zero `P` it cannot occur. In the next theorem `c` is the real frequency `w`, so the factor is a pure phase.

## Precession under scattering and field

```lean
/-- If `H0` commutes with the spin-raising operator `P`, and `Z` is the spin along the field,
then under `H0 + w Z` the operator `P` only acquires the phase `exp (i w t)`. -/
theorem undamped_precession (H0 Z P : Matrix m m ℂ) (w : ℝ)
    (hH : H0 * P = P * H0) (hZ : Z * P - P * Z = P) (t : ℝ) :
    heisenberg (H0 + (w : ℂ) • Z) P t = Complex.exp (I * w * t) • P := by
  have h : (H0 + (w : ℂ) • Z) * P - P * (H0 + (w : ℂ) • Z) = (w : ℂ) • P := by
    rw [add_mul, mul_add, smul_mul_assoc, mul_smul_comm, hH, add_sub_add_left_eq_sub,
      ← smul_sub, hZ]
  rw [heisenberg_of_ladder _ P w h t, mul_right_comm]
```

In words: if `H0` commutes with `P`, and `P` raises `Z` by one, then the observable `P` evolved under `H0 + w Z` equals $\exp(iwt)$ times `P`, at every real time. The hypothesis `hH` is the spin independence of the scattering, and `hZ` is the angular momentum relation for a raising operator. The notation `(w : ℂ)` only regards the real frequency as a complex number. The proof computes $[H,P]=wP$ as above and applies the preceding theorem.

Spin independence is assumed here, not derived from a microscopic Hamiltonian. The Coulomb repulsion between electrons commutes with the total spin, so a finite many-electron model with ordinary potentials is a natural candidate for `H0`. The spin on one site or in one region is a different matter: hopping carries it away, it does not commute with `H0`, and its signal can decay while the total precesses freely. A field that varies in space is not of the form $wZ$ either, and it can dephase the total spin.

```lean
/-- If `H0` commutes with `P` and `[Z, P] = P`, then under `H0 + w Z` the modulus of the transverse
signal `tr (ρ P(t))` is the same at all times, for every matrix `ρ`. -/
theorem transverse_amplitude_constant (H0 Z P ρ : Matrix m m ℂ) (w : ℝ)
    (hH : H0 * P = P * H0) (hZ : Z * P - P * Z = P) (t : ℝ) :
    ‖(ρ * heisenberg (H0 + (w : ℂ) • Z) P t).trace‖ = ‖(ρ * P).trace‖ := by
  have hphase : I * w * t = ((w * t : ℝ) : ℂ) * I := by
    push_cast
    ring
  rw [undamped_precession H0 Z P w hH hZ t, mul_smul_comm, Matrix.trace_smul, norm_smul,
    hphase, Complex.norm_exp_ofReal_mul_I, one_mul]
```

This is the statement about the measured amplitude. When `ρ` is a density matrix and $P=X+iY$ with Hermitian $X$ and $Y$, the modulus of the trace is the length of the mean transverse spin vector. The theorem itself allows any matrix `ρ`. Its proof inserts the phase, takes it out of the trace, and uses the fact that $\exp(i\theta)$ has modulus one for real $\theta$; `hphase` brings the exponent into that form.

## Rotation of the Cartesian components

```lean
/-- If `H0` commutes with the transverse spin components `X` and `Y`, then under `H0 + w Z`
these two components rotate into each other with angular frequency `w`. -/
theorem cartesian_precession (H0 X Y Z : Matrix m m ℂ) (w : ℝ)
    (hX : H0 * X = X * H0) (hY : H0 * Y = Y * H0)
    (hZX : Z * X - X * Z = I • Y) (hZY : Z * Y - Y * Z = -(I • X)) (t : ℝ) :
    heisenberg (H0 + (w : ℂ) • Z) X t = Complex.cos (w * t) • X - Complex.sin (w * t) • Y ∧
    heisenberg (H0 + (w : ℂ) • Z) Y t = Complex.sin (w * t) • X + Complex.cos (w * t) • Y := by
  have hI : ∀ B : Matrix m m ℂ, (I * I) • B = -B := by
    intro B
    rw [Complex.I_mul_I, neg_one_smul]
  -- both circular components X ± iY are ladder operators of the full Hamiltonian
  have ladder : ∀ e : ℂ, e * e = 1 →
      heisenberg (H0 + (w : ℂ) • Z) X t + (e * I) • heisenberg (H0 + (w : ℂ) • Z) Y t
        = Complex.exp (I * t * (e * w)) • (X + (e * I) • Y) := by
    intro e he
    have hc : (H0 + (w : ℂ) • Z) * (X + (e * I) • Y) - (X + (e * I) • Y) * (H0 + (w : ℂ) • Z)
        = (e * w) • (X + (e * I) • Y) := by
      have h1 : (H0 + (w : ℂ) • Z) * (X + (e * I) • Y)
          - (X + (e * I) • Y) * (H0 + (w : ℂ) • Z)
          = (H0 * X - X * H0) + (e * I) • (H0 * Y - Y * H0)
            + (w : ℂ) • ((Z * X - X * Z) + (e * I) • (Z * Y - Y * Z)) := by
        simp only [add_mul, mul_add, smul_mul_assoc, mul_smul_comm]
        module
      have h2 : (e * e) • Y = Y := by rw [he, one_smul]
      rw [h1, hX, hY, hZX, hZY, sub_self, sub_self]
      linear_combination (norm := module) (-(w * e)) • hI X - ((w : ℂ) * I) • h2
    rw [← heisenberg_of_ladder _ _ _ hc t]
    simp only [heisenberg, mul_add, add_mul, smul_mul_assoc, mul_smul_comm]
  have hp := ladder 1 (by norm_num)
  have hm := ladder (-1) (by norm_num)
  have ep : Complex.exp (I * t * (1 * w))
      = Complex.cos (w * t) + Complex.sin (w * t) * I := by
    rw [← Complex.exp_mul_I]
    congr 1
    ring
  have em : Complex.exp (I * t * (-1 * w))
      = Complex.cos (w * t) - Complex.sin (w * t) * I := by
    have h : I * t * (-1 * w) = (-(w * t : ℂ)) * I := by ring
    rw [h, Complex.exp_mul_I, Complex.cos_neg, Complex.sin_neg]
    ring
  rw [ep] at hp
  rw [em] at hm
  constructor
  · linear_combination (norm := module)
      (1 / 2 : ℂ) • hp + (1 / 2 : ℂ) • hm + Complex.sin (w * t) • hI Y
  · linear_combination (norm := module)
      (-I / 2) • hp + (I / 2) • hm + hI (heisenberg (H0 + (w : ℂ) • Z) Y t
        - Complex.sin (w * t) • X - Complex.cos (w * t) • Y)
```

The hypotheses are the commutation of `H0` with both transverse components and the two relations that say how `Z` rotates them. The third relation of the spin algebra, $[X,Y]=iZ$, is not needed.

The local statement `ladder` treats both circular components at once, with the sign `e` constrained only by `e * e = 1`. Inside it, `hc` is the commutator $[H,X+e\,iY]=e\,w\,(X+e\,iY)$, and linearity of the evolution splits the evolved combination into its two parts. The instances `hp` and `hm` belong to $e=1$ and $e=-1$. Euler's formula, in `ep` and `em`, rewrites their phases as cosine and sine. The two final `linear_combination` calls form the half sum and the difference divided by $2i$; the auxiliary fact `hI` supplies $i^2=-1$, which the `module` tactic does not know.

## An electron with arbitrary orbital scattering

The concrete model uses the spin-1/2 matrices, which are half the Pauli matrices.

```lean
/-- The spin-1/2 matrix for the x direction. -/
def sx : Matrix (Fin 2) (Fin 2) ℂ := !![0, 1 / 2; 1 / 2, 0]

/-- The spin-1/2 matrix for the y direction. -/
def sy : Matrix (Fin 2) (Fin 2) ℂ := !![0, -I / 2; I / 2, 0]

/-- The spin-1/2 matrix for the z direction. -/
def sz : Matrix (Fin 2) (Fin 2) ℂ := !![1 / 2, 0; 0, -1 / 2]
```

A basis state of the electron is a pair of an orbital and a spin direction, so the index type is `n × Fin 2`. The Kronecker product `⊗ₖ` lets a matrix act on one of the two factors.

```lean
/-- A spin matrix `s` acting on an electron with orbitals `n`, leaving the orbital alone. -/
def onSpin (n : Type*) [DecidableEq n] (s : Matrix (Fin 2) (Fin 2) ℂ) :
    Matrix (n × Fin 2) (n × Fin 2) ℂ := (1 : Matrix n n ℂ) ⊗ₖ s

/-- An orbital matrix `h` (hopping and scattering) acting on the electron, the same for both
spin directions. -/
def onOrbital (h : Matrix n n ℂ) : Matrix (n × Fin 2) (n × Fin 2) ℂ :=
  h ⊗ₖ (1 : Matrix (Fin 2) (Fin 2) ℂ)
```

The matrix `h` may contain any hopping amplitudes and any impurity potential on the finite set of orbitals. It is the same for both spin directions by construction, and in this model that is what spin-independent scattering means.

```lean
/-- For an electron with spin 1/2, every orbital matrix commutes with the transverse spin,
and the spin components obey the commutation relations used for the precession. -/
theorem cartesian_precession_witness (h : Matrix n n ℂ) :
    onOrbital h * onSpin n sx = onSpin n sx * onOrbital h ∧
    onOrbital h * onSpin n sy = onSpin n sy * onOrbital h ∧
    onSpin n sz * onSpin n sx - onSpin n sx * onSpin n sz = I • onSpin n sy ∧
    onSpin n sz * onSpin n sy - onSpin n sy * onSpin n sz = -(I • onSpin n sx) := by
  have hzx : sz * sx = sx * sz + I • sy := by
    ext i j
    fin_cases i <;> fin_cases j <;>
      norm_num [sx, sy, sz, Matrix.mul_apply, Fin.sum_univ_succ, Complex.ext_iff]
  have hzy : sz * sy = sy * sz + (-I) • sx := by
    ext i j
    fin_cases i <;> fin_cases j <;>
      norm_num [sx, sy, sz, Matrix.mul_apply, Fin.sum_univ_succ, Complex.ext_iff]
  refine ⟨?_, ?_, ?_, ?_⟩
  · simp only [onOrbital, onSpin, ← Matrix.mul_kronecker_mul, one_mul, mul_one]
  · simp only [onOrbital, onSpin, ← Matrix.mul_kronecker_mul, one_mul, mul_one]
  · simp only [onSpin, ← Matrix.mul_kronecker_mul, one_mul]
    rw [hzx, Matrix.kronecker_add, Matrix.kronecker_smul, add_sub_cancel_left]
  · simp only [onSpin, ← Matrix.mul_kronecker_mul, one_mul]
    rw [hzy, Matrix.kronecker_add, Matrix.kronecker_smul, add_sub_cancel_left, neg_smul]
```

This theorem verifies all four commutation hypotheses of `cartesian_precession` for every `h`. The facts `hzx` and `hzy` are the $2\times2$ relations, checked entry by entry. The first two goals follow from the rule that Kronecker products multiply factor by factor, since both orders give $h\otimes s$. The other two use the same rule to reduce the commutators to `hzx` and `hzy`.

```lean
/-- For an electron whose Hamiltonian is an orbital matrix `h` plus `w` times the z component of its
spin, the x component of the spin at time `t` is `cos (w t)` times the x component minus `sin (w t)`
times the y component, whatever `h` is. -/
theorem electron_spin_precession (h : Matrix n n ℂ) (w t : ℝ) :
    heisenberg (onOrbital h + (w : ℂ) • onSpin n sz) (onSpin n sx) t
      = Complex.cos (w * t) • onSpin n sx - Complex.sin (w * t) • onSpin n sy := by
  obtain ⟨h1, h2, h3, h4⟩ := cartesian_precession_witness h
  exact (cartesian_precession _ _ _ _ w h1 h2 h3 h4 t).1

end

end UndampedLarmorPrecession
```

The $x$ component of the electron's spin rotates at angular frequency `w` with undiminished amplitude, and the right-hand side does not contain `h`. Disorder can change the orbital motion completely without leaving a trace in this observable. The model has one electron and no spin–orbit term. Adding such a term to the Hamiltonian would in general break the commutation relations, and with them the argument for undamped precession.

```lean
#print axioms UndampedLarmorPrecession.transverse_amplitude_constant
-- 'UndampedLarmorPrecession.transverse_amplitude_constant' depends on axioms: [propext, Classical.choice, Quot.sound]
#print axioms UndampedLarmorPrecession.electron_spin_precession
-- 'UndampedLarmorPrecession.electron_spin_precession' depends on axioms: [propext, Classical.choice, Quot.sound]
```
